# No force stencil on n distinct displacements is exact through polynomial degree n + 1

Someone who tunes both the displacements and the weights of an $n$-point finite-difference force has $2n$ real parameters, and may search for a choice that is exact for polynomial energy curves of degree well above $n$. That search fails at degree $n+1$: wherever the distinct real displacements are placed, no real weights give the correct slope at the origin for every real polynomial of degree at most $n+1$. This limits numerical forces computed from energies along one displacement coordinate, in a model with polynomial energy curves and exact arithmetic.

```lean
import Mathlib

open Polynomial

namespace ForceStencilOrderBarrier

noncomputable section
```

Let $s$ be a finite set of $n$ real displacements, $p(x)$ the energy at displacement $x$, and $c_a$ the weight of the energy sampled at $a$. The stencil is

$$D_{s,c}(p)=\sum_{a\in s}c_a\,p(a).$$

In Lean, `s : Finset ℝ` makes the nodes distinct, and `s.card` is $n$. The weights are a function `c : ℝ → ℝ`, of which only the values on `s` matter; any factor of inverse step length is included in them.

```lean
/-- The finite-difference stencil: the weighted sum of the energies `p a` sampled at the
displacements `a` in `s`. -/
def stencil (s : Finset ℝ) (c : ℝ → ℝ) (p : ℝ[X]) : ℝ := ∑ a ∈ s, c a * p.eval a
```

The target is $p'(0)$, so the force is its negative. Exactness through degree $d$ means $D_{s,c}(p)=p'(0)$ for every real polynomial with $\deg p\le d$, with the same weights for all of them. Energy curves that are not polynomials, and noise in the sampled energies, are not treated.

```lean
/-- The stencil gives the energy derivative at zero displacement for every polynomial energy
curve of degree at most `d`. -/
def ExactThrough (s : Finset ℝ) (c : ℝ → ℝ) (d : ℕ) : Prop :=
  ∀ p : ℝ[X], p.natDegree ≤ d → stencil s c p = (derivative p).eval 0
```

The argument rests on the polynomial that vanishes at every node,

$$w(x)=\prod_{a\in s}(x-a).$$

```lean
/-- The node polynomial, the product of `X - a` over the sampled displacements. -/
def nodePoly (s : Finset ℝ) : ℝ[X] := ∏ a ∈ s, (X - C a)
```

For the positive results, the weights come from interpolation. Let $\ell_a$ be the Lagrange basis polynomial, of degree $n-1$, equal to 1 at $a$ and to 0 at the other nodes. The weight of $a$ is $\ell_a'(0)$.

```lean
/-- The weight of a node: the slope at zero displacement of its Lagrange basis polynomial. -/
def lagrangeWeight (s : Finset ℝ) (a : ℝ) : ℝ :=
  (derivative (Lagrange.basis s id a)).eval 0
```

A product of real numbers is zero exactly when one factor is, so $w(x)=0$ if and only if $x\in s$.

```lean
/-- The node polynomial vanishes exactly at the sampled displacements. -/
theorem nodePoly_eval_eq_zero_iff (s : Finset ℝ) (x : ℝ) :
    (nodePoly s).eval x = 0 ↔ x ∈ s := by
  simp [nodePoly, eval_prod, Finset.prod_eq_zero_iff, sub_eq_zero]
```

Each of the $n$ factors is monic of degree 1, so $\deg w=n$.

```lean
/-- The degree of the node polynomial is the number of sampled displacements. -/
theorem nodePoly_natDegree (s : Finset ℝ) : (nodePoly s).natDegree = s.card := by
  rw [nodePoly, natDegree_prod_of_monic _ _ fun a _ => monic_X_sub_C a]
  simp
```

For any polynomial $q$, the product $wq$ vanishes at every node. Each term of the stencil is then zero, and $D_{s,c}(wq)=0$ whatever the weights.

```lean
/-- Every multiple of the node polynomial is invisible to the stencil. -/
theorem stencil_nodePoly_mul (s : Finset ℝ) (c : ℝ → ℝ) (q : ℝ[X]) :
    stencil s c (nodePoly s * q) = 0 := by
  refine Finset.sum_eq_zero fun a ha => ?_
  rw [eval_mul, (nodePoly_eval_eq_zero_iff s a).mpr ha, zero_mul, mul_zero]
```

If $0\in s$, then $w(x)=x\,v(x)$ with $v(x)=\prod_{a\in s,\,a\ne0}(x-a)$. The product rule gives

$$w'(0)=v(0)=\prod_{a\in s,\,a\neq 0}(-a)\neq 0 .$$

The zero of $w$ at the origin is therefore simple. The Lean proof splits off the same factor with `Finset.mul_prod_erase`.

```lean
/-- If zero displacement is sampled, the node polynomial has nonzero slope there. -/
theorem nodePoly_slope_ne_zero {s : Finset ℝ} (h : (0 : ℝ) ∈ s) :
    (derivative (nodePoly s)).eval 0 ≠ 0 := by
  -- split off the factor belonging to the node at the origin
  have hw : nodePoly s = X * ∏ a ∈ s.erase 0, (X - C a) := by
    rw [nodePoly, ← Finset.mul_prod_erase s (fun a => (X - C a : ℝ[X])) h]
    simp
  rw [hw, derivative_mul, derivative_X]
  simp only [eval_add, eval_mul, eval_X, one_mul, zero_mul, add_zero, eval_prod,
    eval_sub, eval_C]
  exact Finset.prod_ne_zero_iff.mpr fun a ha =>
    sub_ne_zero.mpr (Finset.ne_of_mem_erase ha).symm
```

Now suppose that some weights are exact through degree $n+1$. Both $w$ and $xw$ are admissible test curves, and the stencil returns zero on both. Exactness then requires

$$0=w'(0),\qquad 0=(xw)'(0)=w(0).$$

The second equation puts the origin in $s$, and the previous step then contradicts the first. In the proof, `h1` and `h2` are these two equations. The theorem includes $n=0$, where the empty stencil already fails on $p(x)=x$. Exactness through any higher degree would imply exactness through $n+1$, so it is excluded too.

```lean
/-- Order barrier: whatever the weights, a stencil on `n` distinct displacements does not give
the energy derivative for all polynomials of degree at most `n + 1`. -/
theorem order_barrier (s : Finset ℝ) (c : ℝ → ℝ) : ¬ ExactThrough s c (s.card + 1) := by
  intro h
  -- testing on the node polynomial `w` gives `w'(0) = 0`
  have h1 := h (nodePoly s * 1) (by rw [mul_one, nodePoly_natDegree]; omega)
  rw [stencil_nodePoly_mul, mul_one] at h1
  -- testing on `w * X` gives `w(0) = 0`
  have hdeg : (nodePoly s * X).natDegree ≤ s.card + 1 := by
    refine natDegree_mul_le.trans ?_
    rw [nodePoly_natDegree, natDegree_X]
  have h2 := h (nodePoly s * X) hdeg
  rw [stencil_nodePoly_mul, derivative_mul, derivative_X] at h2
  simp only [eval_add, eval_mul, eval_X, mul_zero, zero_add, mul_one] at h2
  -- a double zero at the origin is impossible for distinct nodes
  exact nodePoly_slope_ne_zero ((nodePoly_eval_eq_zero_iff s 0).mp h2.symm) h1.symm
```

How close to the barrier can a stencil come? If $\deg p<n$, interpolation reproduces $p$, and differentiating at the origin gives

$$p=\sum_{a\in s}p(a)\,\ell_a,\qquad p'(0)=\sum_{a\in s}\ell_a'(0)\,p(a).$$

The Lagrange weights are thus exact below degree $n$.

```lean
/-- With the Lagrange weights, a stencil on `n` displacements gives the energy derivative for
every polynomial of degree less than `n`. -/
theorem lagrange_exact (s : Finset ℝ) (p : ℝ[X]) (hp : p.degree < s.card) :
    stencil s (lagrangeWeight s) p = (derivative p).eval 0 := by
  have hi : p = Lagrange.interpolate s id (fun a => p.eval (id a)) :=
    Lagrange.eq_interpolate (Set.injOn_id _) hp
  conv_rhs => rw [hi]
  simp only [Lagrange.interpolate_apply, derivative_sum, eval_finsetSum, derivative_C_mul,
    eval_mul, eval_C, id_eq]
  exact Finset.sum_congr rfl fun a _ => mul_comm _ _
```

For $\deg p\le n$, let $k$ be the coefficient of $x^n$ in $p$ and set $r=p-kw$. Since $w$ is monic, the $x^n$ terms cancel and $\deg r<n$. Since $w$ vanishes on $s$, $r$ has the same sampled energies as $p$. With $D$ the stencil with Lagrange weights,

$$D(p)=D(r)=r'(0)=p'(0)-k\,w'(0).$$

The error $p'(0)-D(p)$ is therefore $k\,w'(0)$. In Lean, `hdeg` compares coefficients to lower the degree, and `hs` shows that the stencil value is unchanged.

```lean
/-- For degree at most `n`, the error of the Lagrange stencil is the coefficient of `X ^ n` in
the energy times the slope of the node polynomial at zero displacement. -/
theorem lagrange_error (s : Finset ℝ) (p : ℝ[X]) (hp : p.natDegree ≤ s.card) :
    (derivative p).eval 0 - stencil s (lagrangeWeight s) p
      = p.coeff s.card * (derivative (nodePoly s)).eval 0 := by
  -- removing the top coefficient with the node polynomial lowers the degree
  have hdeg : (p - C (p.coeff s.card) * nodePoly s).degree < s.card := by
    rw [degree_lt_iff_coeff_zero]
    intro m hm
    rw [coeff_sub, coeff_C_mul]
    rcases Nat.eq_or_lt_of_le hm with h | h
    · have hc : (nodePoly s).coeff s.card = 1 := by
        have hmonic : (nodePoly s).Monic :=
          monic_prod_of_monic _ _ fun a _ => monic_X_sub_C a
        have hlead := hmonic.coeff_natDegree
        rwa [nodePoly_natDegree] at hlead
      rw [← h, hc, mul_one, sub_self]
    · have hw : (nodePoly s).coeff m = 0 :=
        coeff_eq_zero_of_natDegree_lt (by rw [nodePoly_natDegree]; exact h)
      have hpm : p.coeff m = 0 := coeff_eq_zero_of_natDegree_lt (lt_of_le_of_lt hp h)
      rw [hpm, hw, mul_zero, sub_zero]
  -- the sampled energies do not change
  have hs : stencil s (lagrangeWeight s) (p - C (p.coeff s.card) * nodePoly s)
      = stencil s (lagrangeWeight s) p := by
    refine Finset.sum_congr rfl fun a ha => ?_
    rw [eval_sub, eval_mul, (nodePoly_eval_eq_zero_iff s a).mpr ha, mul_zero, sub_zero]
  have h := lagrange_exact s _ hdeg
  rw [hs, derivative_sub, derivative_C_mul, eval_sub, eval_mul, eval_C] at h
  linarith
```

If $w'(0)=0$, this error vanishes and degree $n$ is reached. Conversely, any weights exact through degree $n$ must be exact on $w$, which gives $0=w'(0)$. Whether degree $n$ is attainable thus depends on the node positions alone.

```lean
/-- Some choice of weights on `n` displacements is exact through degree `n` if and only if the
node polynomial has zero slope at zero displacement. -/
theorem exact_through_card_iff (s : Finset ℝ) :
    (∃ c, ExactThrough s c s.card) ↔ (derivative (nodePoly s)).eval 0 = 0 := by
  constructor
  · rintro ⟨c, h⟩
    have h1 := h (nodePoly s * 1) (by rw [mul_one, nodePoly_natDegree])
    rw [stencil_nodePoly_mul, mul_one] at h1
    exact h1.symm
  · intro h
    refine ⟨lagrangeWeight s, fun p hp => ?_⟩
    have he := lagrange_error s p hp
    rw [h, mul_zero] at he
    linarith
```

A stencil that samples the reference geometry has $0\in s$, hence $w'(0)\ne0$, and no weights make it exact through degree $n$.

```lean
/-- A stencil on `n` displacements that samples zero displacement is not exact through
degree `n`, whatever its weights. -/
theorem not_exact_of_zero_mem {s : Finset ℝ} (h : (0 : ℝ) ∈ s) (c : ℝ → ℝ) :
    ¬ ExactThrough s c s.card :=
  fun hc => nodePoly_slope_ne_zero h ((exact_through_card_iff s).mp ⟨c, hc⟩)
```

Suppose instead that $s$ is symmetric under $a\mapsto-a$ and omits the origin. Reflecting the factors and relabelling the nodes gives

$$w(-x)=\prod_{a\in s}(-x-a)=(-1)^n\prod_{a\in s}(x+a)=(-1)^n w(x).$$

At $x=0$, where $w(0)\neq0$, this forces $(-1)^n=1$. Differentiating at the origin then gives $-w'(0)=w'(0)$, so $w'(0)=0$ and suitable weights reach degree $n$. The two-point central difference is the case $s=\{-h,h\}$ with $h>0$, exact through degree 2. In the proof, `hr` is the reflection identity, `he` fixes the sign, and `h2` is the differentiated identity.

```lean
/-- For `n` displacements placed symmetrically about zero, zero itself left out, some choice of
weights is exact through degree `n`. -/
theorem symmetric_attains_barrier {s : Finset ℝ} (hs : ∀ a ∈ s, -a ∈ s)
    (h0 : (0 : ℝ) ∉ s) : ∃ c, ExactThrough s c s.card := by
  rw [exact_through_card_iff]
  -- reflection multiplies the node polynomial by a sign
  have hr : (nodePoly s).comp (-X) = C ((-1 : ℝ) ^ s.card) * nodePoly s := by
    have hswap : ∏ a ∈ s, (X - C (-a) : ℝ[X]) = ∏ a ∈ s, (X - C a) :=
      Finset.prod_nbij' (fun a => -a) (fun a => -a) hs hs
        (fun a _ => neg_neg a) (fun a _ => neg_neg a) (fun _ _ => rfl)
    have hf : ∀ a ∈ s, (X - C a : ℝ[X]).comp (-X) = C (-1) * (X - C (-a)) := by
      intro a _
      simp only [sub_comp, X_comp, C_comp, C_neg, C_1]
      ring
    rw [nodePoly, prod_comp, Finset.prod_congr rfl hf, Finset.prod_mul_distrib,
      Finset.prod_const, hswap, C_pow]
  have hw : (nodePoly s).eval 0 ≠ 0 := fun h => h0 ((nodePoly_eval_eq_zero_iff s 0).mp h)
  -- the value at the origin fixes the sign to be plus one
  have h1 := congrArg (eval 0) hr
  simp only [eval_comp, eval_neg, eval_X, neg_zero, eval_mul, eval_C] at h1
  have he : (-1 : ℝ) ^ s.card = 1 := mul_right_cancel₀ hw (by rw [one_mul]; exact h1.symm)
  -- so the slope at the origin equals its own negative
  have h2 := congrArg (fun q : ℝ[X] => (derivative q).eval 0) hr
  simp only [derivative_comp, derivative_neg, derivative_X, derivative_C_mul, eval_mul,
    eval_comp, eval_neg, eval_X, eval_one, eval_C, neg_zero] at h2
  rw [he] at h2
  linarith

end

end ForceStencilOrderBarrier
```

```lean
#print axioms ForceStencilOrderBarrier.order_barrier
#print axioms ForceStencilOrderBarrier.exact_through_card_iff
#print axioms ForceStencilOrderBarrier.not_exact_of_zero_mem
#print axioms ForceStencilOrderBarrier.symmetric_attains_barrier
```

```
'ForceStencilOrderBarrier.order_barrier' depends on axioms: [propext, Classical.choice, Quot.sound]
'ForceStencilOrderBarrier.exact_through_card_iff' depends on axioms: [propext, Classical.choice, Quot.sound]
'ForceStencilOrderBarrier.not_exact_of_zero_mem' depends on axioms: [propext, Classical.choice, Quot.sound]
'ForceStencilOrderBarrier.symmetric_attains_barrier' depends on axioms: [propext, Classical.choice, Quot.sound]
```
